# A velocity started at rest and driven by independent random kicks with finite fourth moments has a finite fourth moment at every step

A velocity starts at zero, and each step multiplies it by a real number `c` and adds a random kick of amplitude √(1 − c²), which Lean reads as zero when c² > 1. The kicks are independent, with mean 0, variance 1 and the same finite fourth moment 3 + k, and need not be Gaussian. The theorem `velocity_integrable` states that, on a probability space, the velocity after any finite number of steps is a measurable function whose fourth power is integrable. The proof is by induction on the number of steps: the start is treated as a constant, and the later steps use the independence of the current velocity from the next kick, together with `moment_step`, a lemma on the moments of sums.

This version doesn't compile in Lean 4 with Mathlib:

```lean
import Mathlib

open MeasureTheory ProbabilityTheory Filter Topology Measure

namespace VelocityIntegrable

noncomputable section

variable {Ω : Type*} [MeasurableSpace Ω] {μ : Measure Ω}

/-- Thermostat noise: independent random kicks with mean 0, variance 1 and finite fourth
moment `3 + k`. -/
structure IsNoise (μ : Measure Ω) (r : ℕ → Ω → ℝ) (k : ℝ) : Prop where
  indep : iIndepFun r μ
  meas : ∀ n, Measurable (r n)
  int_four : ∀ n, Integrable (fun ω => r n ω ^ 4) μ
  mean : ∀ n, ∫ ω, r n ω ∂μ = 0
  variance : ∀ n, ∫ ω, r n ω ^ 2 ∂μ = 1
  fourth : ∀ n, ∫ ω, r n ω ^ 4 ∂μ = 3 + k

/-- The thermostatted velocity, started at rest: each step keeps a fraction `c` of the velocity
and adds a random kick of amplitude `√(1 - c²)`, for `c² ≤ 1`. -/
def velocity (c : ℝ) (r : ℕ → Ω → ℝ) : ℕ → Ω → ℝ
  | 0 => fun _ => 0
  | n + 1 => fun ω => c * velocity c r n ω + √(1 - c ^ 2) * r n ω

/-- On a probability space, a random variable with finite fourth moment has finite moments of
all lower orders. -/
theorem integrable_pow_of_four [IsProbabilityMeasure μ] {f : Ω → ℝ} (hm : Measurable f)
    (h4 : Integrable (fun ω => f ω ^ 4) μ) {j : ℕ} (hj : j ≤ 4) :
    Integrable (fun ω => f ω ^ j) μ := by
  refine ((integrable_const (1 : ℝ)).add h4).mono' (hm.pow_const j).aestronglyMeasurable
    (ae_of_all _ fun ω => ?_)
  change ‖f ω ^ j‖ ≤ 1 + f ω ^ 4
  rw [Real.norm_eq_abs, abs_le]
  interval_cases j <;> constructor <;>
    nlinarith [sq_nonneg (f ω), sq_nonneg (f ω ^ 2), sq_nonneg (f ω ^ 2 - 1),
      sq_nonneg (f ω - 1), sq_nonneg (f ω + 1), sq_nonneg (f ω ^ 2 - f ω),
      sq_nonneg (f ω ^ 2 + f ω)]

/-- Moments up to order four of a combination `a x + b y` of independent random variables with
finite fourth moments: they are finite and follow from the moments of `x` and `y` by the
binomial formula. -/
theorem moment_step [IsProbabilityMeasure μ] {x y : Ω → ℝ} (h : IndepFun x y μ)
    (hx : Measurable x) (hy : Measurable y) (hx4 : Integrable (fun ω => x ω ^ 4) μ)
    (hy4 : Integrable (fun ω => y ω ^ 4) μ) (a b : ℝ) {m : ℕ} (hm : m ≤ 4) :
    Integrable (fun ω => (a * x ω + b * y ω) ^ m) μ ∧
    ∫ ω, (a * x ω + b * y ω) ^ m ∂μ = ∑ j ∈ Finset.range (m + 1),
      (a ^ j * b ^ (m - j) * (m.choose j : ℝ)) *
        ((∫ ω, x ω ^ j ∂μ) * ∫ ω, y ω ^ (m - j) ∂μ) := by
  have e : (fun ω => (a * x ω + b * y ω) ^ m) = fun ω => ∑ j ∈ Finset.range (m + 1),
      (a ^ j * b ^ (m - j) * (m.choose j : ℝ)) * (x ω ^ j * y ω ^ (m - j)) := by
    funext ω
    rw [add_pow]
    refine Finset.sum_congr rfl fun j _ => ?_
    rw [mul_pow, mul_pow]
    ring
  -- powers of independent variables are independent
  have hi : ∀ i j : ℕ, IndepFun (fun ω => x ω ^ i) (fun ω => y ω ^ j) μ := fun i j =>
    h.comp (measurable_id.pow_const i) (measurable_id.pow_const j)
  have hI : ∀ j ∈ Finset.range (m + 1),
      Integrable (fun ω => x ω ^ j * y ω ^ (m - j)) μ := fun j hj =>
    (hi j (m - j)).integrable_mul
      (integrable_pow_of_four hx hx4 (by have := Finset.mem_range.1 hj; omega))
      (integrable_pow_of_four hy hy4 (by omega))
  rw [e]
  constructor
  · exact integrable_finsetSum _ fun j hj => (hI j hj).const_mul _
  · rw [integral_finsetSum _ fun j hj => (hI j hj).const_mul _]
    refine Finset.sum_congr rfl fun j _ => ?_
    rw [integral_const_mul]
    congr 1
    exact (hi j (m - j)).integral_mul_eq_mul_integral
      (hx.pow_const j).aestronglyMeasurable (hy.pow_const (m - j)).aestronglyMeasurable

variable {r : ℕ → Ω → ℝ} {k c : ℝ}

/-- With thermostat noise, the current velocity is independent of the next random kick. -/
theorem velocity_indep (hr : IsNoise μ r k) (c : ℝ) (n : ℕ) :
    IndepFun (velocity c r n) (r n) μ := by
  -- the velocity is a measurable function of the earlier kicks
  have key : ∀ n, ∃ g : (Finset.range n → ℝ) → ℝ, Measurable g ∧
      ∀ ω, velocity c r n ω = g (fun i => r i ω) := by
    intro n
    induction n with
    | zero => exact ⟨fun _ => 0, measurable_const, fun _ => rfl⟩
    | succ n ih =>
      obtain ⟨g, hg, h⟩ := ih
      refine ⟨fun x => c * g (fun i => x ⟨i, Finset.mem_range.2
        (by have := Finset.mem_range.1 i.2; omega)⟩) +
        √(1 - c ^ 2) * x ⟨n, Finset.self_mem_range_succ n⟩, ?_, fun ω => ?_⟩
      · exact ((hg.comp (measurable_pi_lambda _ fun i => measurable_pi_apply _)).const_mul
          c).add ((measurable_pi_apply _).const_mul _)
      · simp only [velocity, h]
  obtain ⟨g, hg, hv⟩ := key n
  have h := hr.indep.indepFun_finset (Finset.range n) {n} (by simp) hr.meas
  have e : velocity c r n = g ∘ fun ω (i : Finset.range n) => r i ω := funext hv
  rw [e]
  exact h.comp hg (measurable_pi_apply (⟨n, Finset.mem_singleton_self n⟩ : ({n} : Finset ℕ)))

variable [IsProbabilityMeasure μ]

/-- With thermostat noise, the velocity at every step is a random variable with finite fourth
moment. -/
theorem velocity_integrable (hr : IsNoise μ r k) (c : ℝ) (n : ℕ) :
    Measurable (velocity c r n) ∧ Integrable (fun ω => velocity c r n ω ^ 4) μ := by
  induction n with
  | zero => exact ⟨measurable_const, integrable_const _⟩
  | succ n ih =>
    exact ⟨(ih.1.const_mul c).add ((hr.meas n).const_mul _),
      (moment_step (velocity_indep hr c n) ih.1 (hr.meas n) ih.2 (hr.int_four n) c
        (√(1 - c ^ 2)) le_rfl).1⟩

end

end VelocityIntegrable
```

The error:

```
Main.lean:108:37: error: Application type mismatch: The argument
  integrable_const ?m.58
has type
  Integrable (fun x => ?m.58) ?m.55
but is expected to have type
  Integrable (fun ω => velocity c r 0 ω ^ 4) μ
in the application
  ⟨measurable_const, integrable_const ?m.58⟩
```

The error is in the base case of the induction. There the second half of the goal asks that `fun ω => velocity c r 0 ω ^ 4` be integrable, and `integrable_const _` offers the integrability of `fun x => ?m.58`, where `?m.58` is a constant still to be found and may not depend on the variable of the function. The initial velocity is zero by definition, so the function is in fact constant, but as written its body contains `ω`. To find the constant, Lean would have had to unfold `velocity` beneath the fourth power, and its unification did not do so; hence the type mismatch.

The repair replaces this term with `by simp [velocity]`. Given the definition, `simp` rewrites the initial velocity to 0, after which `ω` is gone and the integrability that remains is trivial. The first half, `measurable_const`, stays as it was: it concerns `velocity c r 0` itself, with no power around it, and Lean accepts that as a constant function.

Lean accepts the file once it reads:

```diff
@@ -106,5 +106,5 @@
     Measurable (velocity c r n) ∧ Integrable (fun ω => velocity c r n ω ^ 4) μ := by
   induction n with
-  | zero => exact ⟨measurable_const, integrable_const _⟩
+  | zero => exact ⟨measurable_const, by simp [velocity]⟩
   | succ n ih =>
     exact ⟨(ih.1.const_mul c).add ((hr.meas n).const_mul _),
```
